# A lattice density with a unique sum-zero potential determines that potential continuously

Without continuity, a density inversion could match its target ever more closely while the potentials it returns stay far from the right one or run off to infinity. On a finite lattice this cannot happen if the target is the ground-state density of exactly one sum-zero potential, the returned potentials are also sum-zero, and each approximating density is an exact ground-state density of the potential returned with it.

```lean
import Mathlib

open Matrix Filter Topology
open scoped ComplexOrder

namespace DensityToPotential

noncomputable section

/-- A finite lattice model: a Hermitian internal Hamiltonian `H0` and a Hermitian
density operator `n i` for each site `i`. -/
structure LatticeModel (ι d : Type*) where
  H0 : Matrix d d ℂ
  n : ι → Matrix d d ℂ
  H0_herm : H0.IsHermitian
  n_herm : ∀ i, (n i).IsHermitian

variable {ι d : Type*} [Fintype ι] [Fintype d]

/-- The real part of the expectation value `⟨ψ, A ψ⟩`. -/
def expect (A : Matrix d d ℂ) (ψ : d → ℂ) : ℝ := (star ψ ⬝ᵥ A *ᵥ ψ).re

/-- The squared norm `⟨ψ, ψ⟩`. -/
def sqNorm (ψ : d → ℂ) : ℝ := (star ψ ⬝ᵥ ψ).re

/-- The Hamiltonian `H(v) = H0 + ∑ v_i n_i`. -/
def LatticeModel.ham (M : LatticeModel ι d) (v : ι → ℝ) : Matrix d d ℂ :=
  M.H0 + ∑ i, (v i : ℂ) • M.n i

/-- The site densities of a state. -/
def LatticeModel.density (M : LatticeModel ι d) (ψ : d → ℂ) (i : ι) : ℝ :=
  expect (M.n i) ψ

/-- A ground state of `H(v)`: a unit vector whose energy bounds the energy of every
vector from below, in proportion to its squared norm. -/
def LatticeModel.IsGroundState (M : LatticeModel ι d) (v : ι → ℝ) (ψ : d → ℂ) : Prop :=
  sqNorm ψ = 1 ∧ ∀ f, expect (M.ham v) ψ * sqNorm f ≤ expect (M.ham v) f

/-- The potential `v` has a ground state of density `ρ`. -/
def LatticeModel.Yields (M : LatticeModel ι d) (v ρ : ι → ℝ) : Prop :=
  ∃ ψ, M.IsGroundState v ψ ∧ M.density ψ = ρ

/-- `v` is the only sum-zero potential with a ground state of density `ρ`. -/
def LatticeModel.UniquePotential (M : LatticeModel ι d) (v ρ : ι → ℝ) : Prop :=
  ∑ i, v i = 0 ∧ M.Yields v ρ ∧ ∀ w, ∑ i, w i = 0 → M.Yields w ρ → w = v

lemma sqNorm_nonneg (f : d → ℂ) : 0 ≤ sqNorm f := by
  unfold sqNorm
  simp only [dotProduct, Complex.re_sum]
  refine Finset.sum_nonneg fun i _ => ?_
  simp only [Pi.star_apply, Complex.star_def, Complex.mul_re, Complex.conj_re, Complex.conj_im]
  nlinarith [sq_nonneg (f i).re, sq_nonneg (f i).im]

/-- The energy expectation is affine in the potential, with the density as slope. -/
theorem expect_ham (M : LatticeModel ι d) (v : ι → ℝ) (f : d → ℂ) :
    expect (M.ham v) f = expect M.H0 f + ∑ i, v i * M.density f i := by
  classical
  have hadd : ∀ A B : Matrix d d ℂ, expect (A + B) f = expect A f + expect B f := by
    intro A B
    simp only [expect, Matrix.add_mulVec, dotProduct_add, Complex.add_re]
  have hsmul : ∀ (c : ℝ) (A : Matrix d d ℂ), expect ((c : ℂ) • A) f = c * expect A f := by
    intro c A
    simp only [expect, Matrix.smul_mulVec, dotProduct_smul, smul_eq_mul, Complex.re_ofReal_mul]
  have hsum : ∀ s : Finset ι,
      expect (∑ i ∈ s, (v i : ℂ) • M.n i) f = ∑ i ∈ s, v i * M.density f i := by
    intro s
    induction s using Finset.induction_on with
    | empty => simp [expect]
    | insert a s ha ih =>
      rw [Finset.sum_insert ha, Finset.sum_insert ha, hadd, hsmul, ih]
      rfl
  rw [LatticeModel.ham, hadd, hsum]

lemma expect_shift (M : LatticeModel ι d) (v w : ι → ℝ) (f : d → ℂ) :
    expect (M.ham w) f = expect (M.ham v) f + ∑ i, (w i - v i) * M.density f i := by
  rw [expect_ham, expect_ham]
  simp only [sub_mul, Finset.sum_sub_distrib]
  ring

/-- A ground state solves the Schrödinger equation, with its energy expectation as
eigenvalue. -/
theorem schroedinger [DecidableEq d] (M : LatticeModel ι d) {v : ι → ℝ} {ψ : d → ℂ}
    (h : M.IsGroundState v ψ) :
    M.ham v *ᵥ ψ = (expect (M.ham v) ψ : ℂ) • ψ := by
  have hH : (M.ham v).IsHermitian := by
    simp [Matrix.IsHermitian, LatticeModel.ham, Matrix.conjTranspose_sum,
      Matrix.conjTranspose_smul, M.H0_herm.eq, fun i => (M.n_herm i).eq]
  set E := expect (M.ham v) ψ with hE
  let A : Matrix d d ℂ := M.ham v - (E : ℂ) • 1
  have hA : A.IsHermitian := by
    simp [A, Matrix.IsHermitian, Matrix.conjTranspose_smul, hH.eq]
  have him : ∀ f : d → ℂ, (star f ⬝ᵥ A *ᵥ f).im = 0 := by
    intro f
    have h1 : star (star f ⬝ᵥ A *ᵥ f) = star f ⬝ᵥ A *ᵥ f := by
      rw [← Matrix.star_dotProduct, Matrix.star_mulVec, hA.eq, Matrix.dotProduct_mulVec]
    have h2 := congrArg Complex.im h1
    rw [Complex.star_def, Complex.conj_im] at h2
    linarith
  have hmul : ∀ f, A *ᵥ f = M.ham v *ᵥ f - (E : ℂ) • f := by
    intro f
    simp only [A, Matrix.sub_mulVec, Matrix.smul_mulVec, Matrix.one_mulVec]
  have hre : ∀ f, (star f ⬝ᵥ A *ᵥ f).re = expect (M.ham v) f - E * sqNorm f := by
    intro f
    simp only [hmul, dotProduct_sub, dotProduct_smul, smul_eq_mul, Complex.sub_re,
      Complex.re_ofReal_mul, expect, sqNorm]
  -- `H(v) - E` is positive semidefinite and has zero expectation in `ψ`
  have hpos : A.PosSemidef := Matrix.PosSemidef.of_dotProduct_mulVec_nonneg hA fun f =>
    Complex.nonneg_iff.2 ⟨by rw [hre]; linarith [h.2 f], (him f).symm⟩
  have hzero : star ψ ⬝ᵥ A *ᵥ ψ = 0 :=
    Complex.ext (by rw [hre, h.1, ← hE]; simp) (him ψ)
  have hker := (hpos.dotProduct_mulVec_zero_iff ψ).1 hzero
  rw [hmul] at hker
  exact sub_eq_zero.1 hker

/-- For `w` on the segment from `v` to `u`, the energies of `H(w)` are bounded below by the
ground energy at `v` plus the work of `w - v` on a ground-state density at `u`. -/
theorem segment_bound (M : LatticeModel ι d) {v u w : ι → ℝ} {ψ χ : d → ℂ} {θ : ℝ}
    (hψ : M.IsGroundState v ψ) (hχ : M.IsGroundState u χ) (h0 : 0 ≤ θ) (h1 : θ ≤ 1)
    (hw : ∀ i, w i - v i = θ * (u i - v i)) (f : d → ℂ) :
    (expect (M.ham v) ψ + ∑ i, (w i - v i) * M.density χ i) * sqNorm f
      ≤ expect (M.ham w) f := by
  have hs : ∀ x : ι → ℝ, ∑ i, (w i - v i) * x i = θ * ∑ i, (u i - v i) * x i := by
    intro x
    rw [Finset.mul_sum]
    refine Finset.sum_congr rfl fun i _ => ?_
    rw [hw i, mul_assoc]
  have a := hψ.2 f
  have b := hχ.2 f
  have c := hψ.2 χ
  rw [hχ.1] at c
  rw [expect_shift M v u f, expect_shift M v u χ] at b
  rw [expect_shift M v w f, hs, hs]
  -- variational principle at both ends, weighted by `1 - θ` and `θ`
  nlinarith [mul_le_mul_of_nonneg_left a (sub_nonneg.2 h1), mul_le_mul_of_nonneg_left b h0,
    mul_le_mul_of_nonneg_left c (mul_nonneg h0 (sqNorm_nonneg f))]

/-- If `v` is the only sum-zero potential for `ρ`, then every sum-zero potential with a
ground-state density close enough to `ρ` is close to `v`. -/
theorem potential_stability (M : LatticeModel ι d) {v ρ : ι → ℝ}
    (h : M.UniquePotential v ρ) {ε : ℝ} (hε : 0 < ε) :
    ∃ δ > 0, ∀ u σ : ι → ℝ, ∑ i, u i = 0 → M.Yields u σ → dist σ ρ < δ → dist u v < ε := by
  obtain ⟨hv, ⟨ψ, hψ, hρ⟩, huniq⟩ := h
  by_contra hcon
  push Not at hcon
  have hpos : ∀ k : ℕ, (0 : ℝ) < 1 / ((k : ℝ) + 1) := fun k => by positivity
  choose u σ hu hy hσ hfar using fun k : ℕ => hcon _ (hpos k)
  choose χ hχ hχσ using hy
  -- pull the distant potentials back to the sphere of radius `ε` around `v`
  let θ : ℕ → ℝ := fun k => ε / dist (u k) v
  let w : ℕ → ι → ℝ := fun k => v + θ k • (u k - v)
  have h0 : ∀ k, 0 ≤ θ k := fun k => div_nonneg hε.le dist_nonneg
  have h1 : ∀ k, θ k ≤ 1 := fun k => div_le_one_of_le₀ (hfar k) dist_nonneg
  have hwv : ∀ k i, w k i - v i = θ k * (u k i - v i) := fun k i => by simp [w]
  have hw : ∀ k, w k ∈ Metric.sphere v ε := by
    intro k
    have hne : dist (u k) v ≠ 0 := (hε.trans_le (hfar k)).ne'
    have e : w k - v = θ k • (u k - v) := by simp [w]
    rw [Metric.mem_sphere, dist_eq_norm, e, norm_smul, Real.norm_of_nonneg (h0 k),
      ← dist_eq_norm]
    exact div_mul_cancel₀ _ hne
  obtain ⟨w', hw', g, hg, hlim⟩ := (isCompact_sphere v ε).tendsto_subseq hw
  have hσlim : Tendsto σ atTop (𝓝 ρ) := tendsto_iff_dist_tendsto_zero.2
    (squeeze_zero (fun _ => dist_nonneg) (fun k => (hσ k).le)
      tendsto_one_div_add_atTop_nhds_zero_nat)
  have hwi : ∀ i, Tendsto (fun k => w (g k) i) atTop (𝓝 (w' i)) := tendsto_pi_nhds.1 hlim
  have hσi : ∀ i, Tendsto (fun k => σ (g k) i) atTop (𝓝 (ρ i)) :=
    tendsto_pi_nhds.1 (hσlim.comp hg.tendsto_atTop)
  have hsum : ∑ i, w' i = 0 := by
    refine tendsto_nhds_unique (tendsto_finsetSum _ fun i _ => hwi i) ?_
    have e : ∀ k, ∑ i, w (g k) i = 0 := fun k => by
      simp [w, Finset.sum_add_distrib, ← Finset.mul_sum, Finset.sum_sub_distrib, hv, hu]
    simp only [e]
    exact tendsto_const_nhds
  -- in the limit `ψ` is also a ground state at `w'`
  have hground : M.IsGroundState w' ψ := by
    refine ⟨hψ.1, fun f => ?_⟩
    rw [expect_shift M v w' ψ, expect_shift M v w' f, hρ]
    refine le_of_tendsto_of_tendsto'
      (((tendsto_finsetSum _ fun i _ =>
        ((hwi i).sub_const (v i)).mul (hσi i)).const_add _).mul_const _)
      ((tendsto_finsetSum _ fun i _ =>
        ((hwi i).sub_const (v i)).mul_const (M.density f i)).const_add _) fun k => ?_
    have b := segment_bound M hψ (hχ (g k)) (h0 _) (h1 _) (hwv (g k)) f
    rw [expect_shift M v (w (g k)) f, hχσ] at b
    exact b
  rw [huniq w' hsum ⟨ψ, hground, hρ⟩, Metric.mem_sphere, dist_self] at hw'
  exact hε.ne hw'

/-- Let `v` be the only sum-zero potential with a ground state of density `ρ`. If sum-zero
potentials have ground-state densities converging to `ρ`, they converge to `v`. -/
theorem potentials_converge (M : LatticeModel ι d) {v ρ : ι → ℝ}
    (h : M.UniquePotential v ρ) (vs ρs : ℕ → ι → ℝ) (hsum : ∀ k, ∑ i, vs k i = 0)
    (hy : ∀ k, M.Yields (vs k) (ρs k)) (hρ : Tendsto ρs atTop (𝓝 ρ)) :
    Tendsto vs atTop (𝓝 v) := by
  refine Metric.tendsto_nhds.2 fun ε hε => ?_
  obtain ⟨δ, hδ, hstab⟩ := potential_stability M h hε
  filter_upwards [Metric.tendsto_nhds.1 hρ δ hδ] with k hk
  exact hstab _ _ (hsum k) (hy k) hk

/-- On any set of densities that each have a unique sum-zero potential, the
density-to-potential map is continuous. -/
theorem continuousOn_potential (M : LatticeModel ι d) (D : Set (ι → ℝ))
    (V : (ι → ℝ) → ι → ℝ) (hV : ∀ ρ ∈ D, M.UniquePotential (V ρ) ρ) :
    ContinuousOn V D := by
  refine Metric.continuousOn_iff.2 fun ρ hρ ε hε => ?_
  obtain ⟨δ, hδ, hstab⟩ := potential_stability M (hV ρ hρ) hε
  exact ⟨δ, hδ, fun σ hσ hd => hstab _ _ (hV σ hσ).1 (hV σ hσ).2.1 hd⟩

/-- One particle hopping between two sites. -/
def dimer : LatticeModel (Fin 2) (Fin 2) where
  H0 := !![0, -1; -1, 0]
  n := ![!![1, 0; 0, 0], !![0, 0; 0, 1]]
  H0_herm := by ext i j; fin_cases i <;> fin_cases j <;> simp
  n_herm := by intro k; ext i j; fin_cases k <;> fin_cases i <;> fin_cases j <;> simp

lemma dimer_density (f : Fin 2 → ℂ) (i : Fin 2) :
    dimer.density f i = (f i).re ^ 2 + (f i).im ^ 2 := by
  fin_cases i <;>
    simp [LatticeModel.density, expect, dimer, dotProduct, Matrix.mulVec, Fin.sum_univ_two] <;>
    ring

lemma dimer_energy (v : Fin 2 → ℝ) (f : Fin 2 → ℂ) :
    expect (dimer.ham v) f = -2 * ((f 0).re * (f 1).re + (f 0).im * (f 1).im)
      + (v 0 * ((f 0).re ^ 2 + (f 0).im ^ 2) + v 1 * ((f 1).re ^ 2 + (f 1).im ^ 2)) := by
  have h : expect dimer.H0 f = -2 * ((f 0).re * (f 1).re + (f 0).im * (f 1).im) := by
    simp [expect, dimer, dotProduct, Matrix.mulVec, Fin.sum_univ_two]
    ring
  rw [expect_ham, h, Fin.sum_univ_two, dimer_density, dimer_density]

lemma dimer_sqNorm (f : Fin 2 → ℂ) :
    sqNorm f = (f 0).re ^ 2 + (f 0).im ^ 2 + ((f 1).re ^ 2 + (f 1).im ^ 2) := by
  simp [sqNorm, dotProduct, Fin.sum_univ_two]
  ring

/-- For the dimer, zero is the only sum-zero potential with a ground state of density
one half on each site. -/
theorem uniquePotential_witness : dimer.UniquePotential 0 (fun _ => 1 / 2) := by
  refine ⟨by simp, ⟨fun _ => ⟨1 / 2, 1 / 2⟩, ⟨?_, fun f => ?_⟩, ?_⟩, ?_⟩
  · rw [dimer_sqNorm]; norm_num
  · rw [dimer_energy, dimer_energy, dimer_sqNorm]
    simp only [Pi.zero_apply]
    nlinarith [sq_nonneg ((f 0).re - (f 1).re), sq_nonneg ((f 0).im - (f 1).im)]
  · funext i
    rw [dimer_density]; norm_num
  · rintro v hv ⟨ψ, hψ, hρ⟩
    rw [Fin.sum_univ_two] at hv
    have hv1 : v 1 = -v 0 := by linarith
    have d0 := congrFun hρ 0
    have d1 := congrFun hρ 1
    rw [dimer_density] at d0 d1
    have hE : -1 ≤ expect (dimer.ham v) ψ := by
      rw [dimer_energy, d0, d1, hv1]
      nlinarith [sq_nonneg ((ψ 0).re - (ψ 1).re), sq_nonneg ((ψ 0).im - (ψ 1).im)]
    -- a trial state tilted against the potential has energy below `-1` unless `v = 0`
    let f : Fin 2 → ℂ := ![⟨2 - v 0, 0⟩, ⟨2 + v 0, 0⟩]
    have ht := (mul_le_mul_of_nonneg_right hE (sqNorm_nonneg f)).trans (hψ.2 f)
    rw [dimer_energy, dimer_sqNorm, hv1] at ht
    simp only [f, Matrix.cons_val_zero, Matrix.cons_val_one] at ht
    have hz : v 0 = 0 := by
      have : v 0 ^ 2 ≤ 0 := by nlinarith
      exact pow_eq_zero_iff (two_ne_zero) |>.1 (le_antisymm this (sq_nonneg _))
    funext i
    fin_cases i
    · exact hz
    · simpa [hz] using hv1

end

end DensityToPotential
```

```lean
#print axioms DensityToPotential.schroedinger
#print axioms DensityToPotential.potentials_converge
#print axioms DensityToPotential.continuousOn_potential
```

```
'DensityToPotential.schroedinger' depends on axioms: [propext, Classical.choice, Quot.sound]
'DensityToPotential.potentials_converge' depends on axioms: [propext, Classical.choice, Quot.sound]
'DensityToPotential.continuousOn_potential' depends on axioms: [propext, Classical.choice, Quot.sound]
```

## Convergence of potentials from convergence of densities

The Hamiltonian is

H(v) = H0 + Σ_i v_i n_i,

with a real potential v_i on each site i. Suppose v is the only potential with Σ_i v_i = 0 that has a ground state of density ρ. `potential_stability` says that for every ε > 0 there is a δ > 0 such that any sum-zero potential u with a ground-state density σ within δ of ρ lies within ε of v. Distances are the largest difference over the sites.

Two consequences follow. In `potentials_converge`, sum-zero potentials whose ground-state densities converge to ρ must converge to v; they need not be assumed bounded. In `continuousOn_potential`, `D` is a set of densities that each have a unique sum-zero potential, and `V` assigns to each density its potential. Then `V` is continuous on `D`.

## Sites, states and the uniqueness hypothesis

A `LatticeModel` has finitely many sites `ι` and a finite basis `d` of the state space. `H0` may contain hopping and interactions of any kind. The `n i` are only required to be Hermitian, so occupation numbers are one case among others. When they add up to a fixed particle number, a constant shift of v changes only the zero of energy, and the sum-zero condition removes that freedom.

`expect` is the real part of ⟨f, A f⟩, which for Hermitian A is the whole value, and `sqNorm` is ‖f‖². `IsGroundState` asks for a unit vector ψ with

⟨ψ, H(v) ψ⟩ ‖f‖² ≤ ⟨f, H(v) f⟩ for every f.

This is the variational principle for unnormalised trial vectors. `Yields` says that some ground state has the given density. Degeneracy is allowed, but each density comes from a single pure state, not from an ensemble.

`UniquePotential` contains the uniqueness that a Hohenberg–Kohn theorem would supply; here it is a hypothesis on one density. It can fail on a lattice. For one particle on two sites without hopping, every potential (−a, a) with a > 0 has ground-state density (1, 0), so the potential can wander while the density stands still.

The result bears on recovering potentials from densities in finite lattice models with exact ground states. It gives no rate: δ may depend on ρ and on the model as well as on ε.

## The variational principle at both ends of a segment

Write n_i(f) = ⟨f, n_i f⟩. The energy is affine in the potential (`expect_ham`, `expect_shift`):

⟨f, H(w) f⟩ = ⟨f, H(v) f⟩ + Σ_i (w_i − v_i) n_i(f).

Let ψ be a ground state at v with energy E, and χ a ground state at u with density σ. For any f, the variational principle at v gives

⟨f, H(v) f⟩ ≥ E ‖f‖².

At u, it is used for f, and then χ serves as a trial state at v:

⟨f, H(u) f⟩ ≥ [⟨χ, H(v) χ⟩ + Σ_i (u_i − v_i) σ_i] ‖f‖²
 ≥ [E + Σ_i (u_i − v_i) σ_i] ‖f‖².

Now take w = v + θ(u − v) with 0 ≤ θ ≤ 1, so that H(w) = (1 − θ) H(v) + θ H(u). Weighting the two bounds by 1 − θ and θ gives

⟨f, H(w) f⟩ ≥ [E + Σ_i (w_i − v_i) σ_i] ‖f‖².

This is `segment_bound`. Its three inequalities are `a`, `b` and `c` in the code, and `nlinarith` receives them already multiplied by their weights.

## Pulling distant potentials back to a sphere

Suppose stability fails for some ε. Taking δ = 1/(k+1) for k = 0, 1, 2, … produces sum-zero potentials u_k with ground-state densities σ_k → ρ, although dist(u_k, v) ≥ ε. Set

θ_k = ε / dist(u_k, v), w_k = v + θ_k (u_k − v).

Then 0 ≤ θ_k ≤ 1, and w_k has sum zero and lies at distance exactly ε from v. However far away the u_k are, the w_k stay on a compact sphere, which is why no bound on the potentials is needed. A subsequence converges to some w′, again with sum zero and at distance ε from v.

Apply the segment bound to each w_k with f fixed and pass to the limit:

⟨f, H(w′) f⟩ ≥ [E + Σ_i (w′_i − v_i) ρ_i] ‖f‖² = ⟨ψ, H(w′) ψ⟩ ‖f‖².

The equality holds because ψ has density ρ. So ψ is a ground state at w′ as well, and uniqueness forces w′ = v, contradicting dist(w′, v) = ε > 0. In Lean, `isCompact_sphere` supplies the subsequence and `le_of_tendsto_of_tendsto'` carries the inequality to the limit. The ground states at u_k never have to converge.

Taking σ = ρ in the segment bound gives a neighbouring fact by the same reasoning: if v and u both have ground states of density ρ, so does every potential between them. The potentials belonging to one density therefore form a convex set.

## Ground states as eigenvectors

`schroedinger` connects the variational definition to H(v)ψ = Eψ. The matrix A = H(v) − E is Hermitian, and ⟨f, A f⟩ ≥ 0 for every f, so A = B†B for some B. Since ⟨ψ, A ψ⟩ = ‖Bψ‖² = 0, it follows that Bψ = 0 and hence Aψ = 0. The continuity theorems do not use this lemma.

## One particle on two sites

With a single site, the only sum-zero potential is 0 and there is nothing to invert. Two sites give the first case with content. `uniquePotential_witness` shows that the hopping dimer with density (1/2, 1/2) satisfies the uniqueness hypothesis, with v = 0.

At v = 0 the state (1, 1)/√2 is a ground state of energy −1; the code uses it with a phase that avoids the square root. For a potential (a, −a), any state of density (1/2, 1/2) has energy at least −1, since the potential terms cancel. The trial vector (2 − a, 2 + a)/√(8 + 2a²) has energy

−(8 + 6a²)/(8 + 2a²),

which is below −1 unless a = 0.

Diagonalising the dimer by hand gives the whole map. With m = ρ_0 − ρ_1, the difference of the two site densities,

a = −m/√(1 − m²), |m| < 1.

The potential is continuous in m but diverges as the particle localises on one site, so no single δ serves all densities.
